# The Overlap of Two n-Particle Slater Determinants Is the Determinant of Their Orbital Overlap Matrix

## Two particles, four terms

Take two particles, orbitals $a_0, a_1$ for one state and $b_0, b_1$ for another, and write $M_{ij} = \langle a_i, b_j\rangle$ for the one-particle overlaps. The inner product is conjugate-linear in its first argument. The first state is

$$\Psi_a(x_0,x_1) = \tfrac{1}{\sqrt2}\bigl[a_0(x_0)\,a_1(x_1) - a_1(x_0)\,a_0(x_1)\bigr],$$

and $\Psi_b$ is built in the same way. Multiplying out $\overline{\Psi_a}\,\Psi_b$ and integrating over both particles gives four terms:

$$\tfrac12\bigl[M_{00}M_{11} - M_{01}M_{10} - M_{10}M_{01} + M_{11}M_{00}\bigr] = M_{00}M_{11} - M_{01}M_{10} = \det M .$$

The determinant appears twice, once for each order of the $b$ orbitals, and the prefactor $\tfrac12$ removes the repetition. For $n$ particles it appears $n!$ times and the prefactor is $1/n!$.

## Determinants built from different orbitals

If all determinants in a calculation are drawn from one orthonormal set of orbitals, their mutual overlaps are $0$ or $\pm1$. When each determinant has its own orbitals, as in non-orthogonal configuration interaction, the overlaps are no longer restricted to these values, and they enter the generalised eigenvalue problem for the coefficients with which the determinants are combined. The result reduces each of them, for two single determinants with the same finite number of particles, from a sum over $(n!)^2$ pairs of permutations to one $n\times n$ determinant.

Let $X$ be the space of coordinates of one particle, with a measure $\mu$. For an electron, $X$ can be position together with a two-valued spin label, and integration over $\mu$ then includes the sum over spin. For square-integrable orbitals $a_0,\dots,a_{n-1}$ define

$$\Psi_a(x_0,\dots,x_{n-1}) = \frac{1}{\sqrt{n!}}\sum_{\sigma} \operatorname{sgn}(\sigma)\prod_{i} a_{\sigma(i)}(x_i),$$

where $\sigma$ runs over the permutations of $0,\dots,n-1$.

## The statements and their Lean form

The algebraic theorem, `double_permutation_sum`, says that

$$\sum_{\sigma}\sum_{\tau} \operatorname{sgn}(\sigma)\operatorname{sgn}(\tau)\prod_i \langle a_{\sigma(i)}, b_{\tau(i)}\rangle = n!\,\det M .$$

The orbitals here are vectors in an arbitrary complex inner-product space `E`, of finite or infinite dimension, and completeness is not required. They need not be normalised, orthogonal or linearly independent. A family of orbitals is a function `Fin n → E`, so labels start at $0$. The matrix $M$ is `overlapMatrix a b`, and `sgn` is the sign of a permutation as a complex number.

The wavefunction theorem, `slater_overlap`, says that

$$\int \overline{\Psi_a}\,\Psi_b \, d\mu^{n} = \det M .$$

Its orbitals have type `Lp ℂ 2 μ`, the space $L^2(X,\mu)$, whose elements are functions identified when they agree almost everywhere. The function `slater a` is $\Psi_a$, evaluated with a representative of each orbital. The integral is `waveOverlap`, taken over the product measure `Measure.pi fun _ => μ`. The assumption `SigmaFinite μ` says that $X$ is a countable union of sets of finite measure, as ordinary space with spin is; it supports the factorisation of many-particle integrals. Since Lean gives the integral of a non-integrable function the value $0$, `slater_integrable` separately establishes that the overlap integrand is integrable.

Three consequences follow:

- `slater_normalised`: orthonormal orbitals give a determinant whose overlap with itself is $1$.
- `slater_overlap_mix`: replacing $b_j$ by $\sum_k C_{kj} b_k$ multiplies the overlap by $\det C$.
- `slater_overlap_eq_zero_iff`: the overlap vanishes exactly when some coefficients $c_j$, not all zero, make $\sum_j c_j b_j$ orthogonal to every $a_i$.

The theorems concern overlaps only. Matrix elements of a Hamiltonian or of any other operator between non-orthogonal determinants are not treated, nor are sums of several determinants.

## From the double sum to the determinant

Fix $\tau$ and sum over $\sigma$. In the product, rename the index by $j = \tau(i)$, and put $\rho = \sigma\tau^{-1}$. Then

$$\prod_i M_{\sigma(i),\tau(i)} = \prod_j M_{\rho(j),j}, \qquad \operatorname{sgn}(\sigma) = \operatorname{sgn}(\rho)\operatorname{sgn}(\tau).$$

As $\sigma$ runs over all permutations, so does $\rho$. Hence

$$\sum_\sigma \operatorname{sgn}(\sigma)\prod_i M_{\sigma(i),\tau(i)} = \operatorname{sgn}(\tau)\sum_\rho \operatorname{sgn}(\rho)\prod_j M_{\rho(j),j} = \operatorname{sgn}(\tau)\det M .$$

Multiply by $\operatorname{sgn}(\tau)$ and sum over $\tau$. Because $\operatorname{sgn}(\tau)^2 = 1$, each of the $n!$ permutations $\tau$ contributes $\det M$, and the total is $n!\det M$.

## From wavefunctions to the double sum

The signs are real and the two prefactors multiply to $1/n!$, so

$$\overline{\Psi_a(x)}\,\Psi_b(x) = \frac1{n!}\sum_{\sigma}\sum_{\tau}\operatorname{sgn}(\sigma)\operatorname{sgn}(\tau)\prod_i \overline{a_{\sigma(i)}(x_i)}\,b_{\tau(i)}(x_i).$$

Each factor depends on one particle only. It is integrable, because $|\bar u v| \le \tfrac12(|u|^2+|v|^2)$ for square-integrable $u$ and $v$. By Fubini's theorem the product is integrable over all particles, and

$$\int \prod_i \overline{a_{\sigma(i)}(x_i)}\,b_{\tau(i)}(x_i)\,d\mu^n = \prod_i \langle a_{\sigma(i)}, b_{\tau(i)}\rangle .$$

The sums are finite, so the integral may be taken term by term. This gives $1/n!$ times the double sum, which is $\det M$.

## Normalisation, mixing and vanishing overlap

For orthonormal orbitals and $b = a$, the matrix $M$ is the identity and its determinant is $1$. Orthonormality matters here. Two unit vectors with $\langle a_0,a_1\rangle = \tfrac12$ give

$$\det\begin{pmatrix}1 & \tfrac12\\ \tfrac12 & 1\end{pmatrix} = \tfrac34 ,$$

so the factor $1/\sqrt{n!}$ does not in general normalise a determinant of non-orthogonal orbitals, even if each orbital has unit norm.

For mixed orbitals $b'_j = \sum_k C_{kj}b_k$, linearity in the second argument gives

$$\langle a_i,b'_j\rangle = \sum_k M_{ik}C_{kj} = (MC)_{ij},$$

and $\det(MC) = \det C\,\det M$. Mixing the left-hand orbitals by $C$ in the same way gives the factor $\overline{\det C}$ instead, because the inner product is conjugate-linear there. With one particle, replacing $b_0$ by $\mathrm i\,b_0$ multiplies the overlap by $\mathrm i$, whereas replacing $a_0$ by $\mathrm i\,a_0$ multiplies it by $-\mathrm i$.

Finally, $\det M = 0$ exactly when $Mc = 0$ for some nonzero vector $c$. Row $i$ of this equation reads

$$0 = \sum_j M_{ij}c_j = \Bigl\langle a_i, \sum_j c_j b_j\Bigr\rangle .$$

The combination $\sum_j c_jb_j$ may itself be the zero vector, which happens when the $b$ orbitals are linearly dependent.

## The complete Lean file

```lean
import Mathlib

open MeasureTheory Equiv
open scoped ComplexConjugate

namespace SlaterOverlap

noncomputable section

variable {n : ℕ}

section Abstract

variable {E : Type*} [NormedAddCommGroup E] [InnerProductSpace ℂ E]

/-- The matrix of one-particle overlaps `⟨a_i, b_j⟩` between two sets of orbitals. -/
def overlapMatrix (a b : Fin n → E) : Matrix (Fin n) (Fin n) ℂ :=
  Matrix.of fun i j => inner ℂ (a i) (b j)

/-- The sign of a permutation as a complex number. -/
def sgn (σ : Perm (Fin n)) : ℂ := ((Perm.sign σ : ℤ) : ℂ)

/-- With the order `τ` of the orbitals `b` held fixed, the signed sum over all orders of the
orbitals `a` is the determinant of the overlap matrix times the sign of `τ`. -/
theorem sum_fixed_order (a b : Fin n → E) (τ : Perm (Fin n)) :
    ∑ σ : Perm (Fin n), sgn σ * ∏ i, inner ℂ (a (σ i)) (b (τ i))
      = sgn τ * (overlapMatrix a b).det := by
  -- the left side is the determinant with its columns permuted by `τ`
  have h := Matrix.det_permute' τ (overlapMatrix a b)
  rw [Matrix.det_apply'] at h
  exact h

/-- The signed double sum over permutations of products of orbital overlaps equals `n!` times
the determinant of the overlap matrix. -/
theorem double_permutation_sum (a b : Fin n → E) :
    ∑ σ : Perm (Fin n), ∑ τ : Perm (Fin n),
        sgn σ * sgn τ * ∏ i, inner ℂ (a (σ i)) (b (τ i))
      = (n.factorial : ℂ) * (overlapMatrix a b).det := by
  have hs : ∀ τ : Perm (Fin n), sgn τ * sgn τ = 1 := by
    intro τ
    rcases Int.units_eq_one_or (Perm.sign τ) with h | h <;> simp [sgn, h]
  rw [Finset.sum_comm]
  -- every order `τ` contributes the same amount
  have hτ : ∀ τ : Perm (Fin n),
      ∑ σ : Perm (Fin n), sgn σ * sgn τ * ∏ i, inner ℂ (a (σ i)) (b (τ i))
        = (overlapMatrix a b).det := by
    intro τ
    calc _ = sgn τ * ∑ σ : Perm (Fin n), sgn σ * ∏ i, inner ℂ (a (σ i)) (b (τ i)) := by
          rw [Finset.mul_sum]
          exact Finset.sum_congr rfl fun σ _ => by ring
      _ = _ := by rw [sum_fixed_order, ← mul_assoc, hs, one_mul]
  rw [Finset.sum_congr rfl fun τ _ => hτ τ]
  simp [Fintype.card_perm]

end Abstract

variable {X : Type*} [MeasurableSpace X] {μ : Measure X}

/-- The Slater determinant of `n` square-integrable orbitals, with prefactor `1/√(n!)`, as a
function of the coordinates of `n` particles. -/
def slater (a : Fin n → Lp ℂ 2 μ) (x : Fin n → X) : ℂ :=
  (((√(n.factorial : ℝ))⁻¹ : ℝ) : ℂ) * ∑ σ : Perm (Fin n), sgn σ * ∏ i, a (σ i) (x i)

/-- The overlap integral of two `n`-particle wavefunctions. -/
def waveOverlap (μ : Measure X) (Ψ Φ : (Fin n → X) → ℂ) : ℂ :=
  ∫ x, conj (Ψ x) * Φ x ∂(Measure.pi fun _ => μ)

/-- The product of two Slater determinants, one conjugated, expanded over pairs of
permutations. -/
theorem conj_slater_mul (a b : Fin n → Lp ℂ 2 μ) (x : Fin n → X) :
    conj (slater a x) * slater b x = (n.factorial : ℂ)⁻¹ *
      ∑ σ : Perm (Fin n), ∑ τ : Perm (Fin n),
        sgn σ * sgn τ * ∏ i, (conj (a (σ i) (x i)) * b (τ i) (x i)) := by
  have hc : (((√(n.factorial : ℝ))⁻¹ : ℝ) : ℂ) * (((√(n.factorial : ℝ))⁻¹ : ℝ) : ℂ)
      = (n.factorial : ℂ)⁻¹ := by
    rw [← Complex.ofReal_mul, ← mul_inv, Real.mul_self_sqrt (Nat.cast_nonneg _)]
    simp
  have hs : ∀ σ : Perm (Fin n), conj (sgn σ) = sgn σ := fun σ => by simp [sgn]
  simp only [slater, map_mul, map_sum, map_prod, Complex.conj_ofReal, hs,
    Finset.prod_mul_distrib]
  rw [mul_mul_mul_comm, hc, Finset.sum_mul_sum]
  congr 1
  exact Finset.sum_congr rfl fun σ _ => Finset.sum_congr rfl fun τ _ => by ring

variable [SigmaFinite μ]

/-- For two products of orbitals the overlap integrand is integrable, and its integral is the
product of the one-particle overlaps. -/
theorem product_state_overlap (u v : Fin n → Lp ℂ 2 μ) :
    Integrable (fun x : Fin n → X => ∏ i, (conj (u i (x i)) * v i (x i)))
        (Measure.pi fun _ => μ) ∧
      ∫ x : Fin n → X, ∏ i, (conj (u i (x i)) * v i (x i)) ∂(Measure.pi fun _ => μ)
        = ∏ i, inner ℂ (u i) (v i) := by
  have hpt : ∀ i y, inner ℂ (u i y) (v i y) = conj (u i y) * v i y := by
    intro i y
    simp only [RCLike.inner_apply, mul_comm]
  have hint : ∀ i, Integrable (fun y => conj (u i y) * v i y) μ := by
    intro i
    have h := L2.integrable_inner (𝕜 := ℂ) (u i) (v i)
    simpa only [hpt] using h
  refine ⟨Integrable.fintype_prod (f := fun i y => conj (u i y) * v i y) hint, ?_⟩
  -- the integral over all particles factorises
  refine (integral_fintype_prod_eq_prod (μ := fun _ => μ)
    (fun i y => conj (u i y) * v i y)).trans ?_
  refine Finset.prod_congr rfl fun i _ => ?_
  rw [L2.inner_def]
  simp only [hpt]

/-- The overlap integrand of two Slater determinants is integrable. -/
theorem slater_integrable (a b : Fin n → Lp ℂ 2 μ) :
    Integrable (fun x => conj (slater a x) * slater b x) (Measure.pi fun _ => μ) := by
  simp only [conj_slater_mul]
  exact (MeasureTheory.integrable_finsetSum _ fun σ _ => MeasureTheory.integrable_finsetSum _ fun τ _ =>
    (product_state_overlap (fun i => a (σ i)) (fun i => b (τ i))).1.const_mul _).const_mul _

/-- The overlap of two Slater determinants, each with prefactor `1/√(n!)`, is the determinant of the
matrix of orbital overlaps. -/
theorem slater_overlap (a b : Fin n → Lp ℂ 2 μ) :
    waveOverlap μ (slater a) (slater b) = (overlapMatrix a b).det := by
  have hI : ∀ σ τ : Perm (Fin n), Integrable (fun x : Fin n → X =>
      sgn σ * sgn τ * ∏ i, (conj (a (σ i) (x i)) * b (τ i) (x i)))
      (Measure.pi fun _ => μ) := fun σ τ =>
    (product_state_overlap (fun i => a (σ i)) (fun i => b (τ i))).1.const_mul _
  simp only [waveOverlap, conj_slater_mul]
  rw [integral_const_mul,
    MeasureTheory.integral_finsetSum _ (fun σ _ => MeasureTheory.integrable_finsetSum _ fun τ _ => hI σ τ)]
  -- integrate term by term, then use the double permutation sum
  have hsum : ∀ σ : Perm (Fin n),
      ∫ x : Fin n → X, ∑ τ : Perm (Fin n),
          sgn σ * sgn τ * ∏ i, (conj (a (σ i) (x i)) * b (τ i) (x i))
          ∂(Measure.pi fun _ => μ)
        = ∑ τ : Perm (Fin n), sgn σ * sgn τ * ∏ i, inner ℂ (a (σ i)) (b (τ i)) := by
    intro σ
    rw [MeasureTheory.integral_finsetSum _ (fun τ _ => hI σ τ)]
    refine Finset.sum_congr rfl fun τ _ => ?_
    rw [integral_const_mul]
    exact congrArg _ (product_state_overlap (fun i => a (σ i)) (fun i => b (τ i))).2
  rw [Finset.sum_congr rfl fun σ _ => hsum σ, double_permutation_sum]
  exact inv_mul_cancel_left₀ (Nat.cast_ne_zero.mpr n.factorial_ne_zero) _

/-- A Slater determinant built from orthonormal orbitals has overlap one with itself. -/
theorem slater_normalised (a : Fin n → Lp ℂ 2 μ) (ha : Orthonormal ℂ a) :
    waveOverlap μ (slater a) (slater a) = 1 := by
  have h : overlapMatrix a a = 1 := by
    ext i j
    simp only [overlapMatrix, Matrix.of_apply, Matrix.one_apply]
    exact orthonormal_iff_ite.mp ha i j
  rw [slater_overlap, h, Matrix.det_one]

/-- Mixing the orbitals `b` among themselves by a matrix `C` multiplies the overlap by
`det C`. -/
theorem slater_overlap_mix (a b : Fin n → Lp ℂ 2 μ) (C : Matrix (Fin n) (Fin n) ℂ) :
    waveOverlap μ (slater a) (slater fun j => ∑ k, C k j • b k)
      = C.det * waveOverlap μ (slater a) (slater b) := by
  have h : overlapMatrix a (fun j => ∑ k, C k j • b k) = overlapMatrix a b * C := by
    ext i j
    simp only [overlapMatrix, Matrix.of_apply, Matrix.mul_apply, inner_sum, inner_smul_right]
    exact Finset.sum_congr rfl fun k _ => mul_comm _ _
  rw [slater_overlap, slater_overlap, h, Matrix.det_mul, mul_comm]

/-- Two Slater determinants have zero overlap exactly when some combination of the orbitals `b`,
with coefficients not all zero, is orthogonal to every orbital `a_i`. -/
theorem slater_overlap_eq_zero_iff (a b : Fin n → Lp ℂ 2 μ) :
    waveOverlap μ (slater a) (slater b) = 0 ↔
      ∃ c : Fin n → ℂ, c ≠ 0 ∧ ∀ i, inner ℂ (a i) (∑ j, c j • b j) = 0 := by
  have key : ∀ (c : Fin n → ℂ) (i : Fin n),
      (overlapMatrix a b).mulVec c i = inner ℂ (a i) (∑ j, c j • b j) := by
    intro c i
    simp only [overlapMatrix, Matrix.mulVec, dotProduct, Matrix.of_apply, inner_sum,
      inner_smul_right]
    exact Finset.sum_congr rfl fun k _ => mul_comm _ _
  rw [slater_overlap, ← Matrix.exists_mulVec_eq_zero_iff]
  constructor
  · rintro ⟨c, hc, h⟩
    exact ⟨c, hc, fun i => (key c i).symm.trans (congrFun h i)⟩
  · rintro ⟨c, hc, h⟩
    exact ⟨c, hc, funext fun i => (key c i).trans (h i)⟩

end

end SlaterOverlap
```

```lean
#print axioms SlaterOverlap.slater_overlap
#print axioms SlaterOverlap.slater_normalised
#print axioms SlaterOverlap.slater_overlap_mix
#print axioms SlaterOverlap.slater_overlap_eq_zero_iff
```

```
'SlaterOverlap.slater_overlap' depends on axioms: [propext, Classical.choice, Quot.sound]
'SlaterOverlap.slater_normalised' depends on axioms: [propext, Classical.choice, Quot.sound]
'SlaterOverlap.slater_overlap_mix' depends on axioms: [propext, Classical.choice, Quot.sound]
'SlaterOverlap.slater_overlap_eq_zero_iff' depends on axioms: [propext, Classical.choice, Quot.sound]
```

## How the algebraic lemmas follow the derivation

`sum_fixed_order` is the step with $\tau$ held fixed. Instead of renaming the product index, it uses Mathlib's `Matrix.det_permute'`, which says that permuting the columns of a matrix by $\tau$ multiplies its determinant by the sign of $\tau$. Expanding the determinant of the permuted matrix with `Matrix.det_apply'` produces exactly the signed sum over $\sigma$.

`double_permutation_sum` first shows that each sign squares to one, by checking the two possible values. `Finset.sum_comm` then exchanges the sums so that $\tau$ is outermost. The intermediate statement `hτ` takes $\operatorname{sgn}(\tau)$ out of the inner sum, applies `sum_fixed_order` and cancels the two signs. What is left is a constant summed over all permutations, and `Fintype.card_perm` counts them as $n!$.

## How the integral is evaluated

`conj_slater_mul` is the pointwise expansion of $\overline{\Psi_a}\Psi_b$. Its `hc` combines the two square roots into $1/n!$, its `hs` records that the signs are real, and `Finset.sum_mul_sum` turns the product of two sums into a double sum.

`product_state_overlap` contains the analysis. Mathlib's `L2.integrable_inner` supplies the integrability of each one-particle factor, in place of the inequality used above. `Integrable.fintype_prod` passes this to the product over particles, and `integral_fintype_prod_eq_prod` factorises the integral. Each remaining factor is the $L^2$ inner product by `L2.inner_def`.

`slater_integrable` follows because a finite sum of constant multiples of integrable functions is integrable. In `slater_overlap`, the same integrability, recorded as `hI`, allows `integral_finsetSum` to move the integral inside first one sum and then the other. Each term is replaced by its product of orbital overlaps, `double_permutation_sum` evaluates the result, and the last line cancels $n!$ against its inverse.

## How the consequences reduce to matrix algebra

The last three theorems begin from `slater_overlap` and involve no further integration. `slater_normalised` shows entry by entry that the overlap matrix is the identity. `slater_overlap_mix` proves the matrix identity $M' = MC$, where $M'$ is the overlap matrix with the mixed orbitals, and applies `Matrix.det_mul`.

In `slater_overlap_eq_zero_iff`, the statement `key` identifies the $i$-th component of $Mc$ with $\langle a_i, \sum_j c_jb_j\rangle$. The criterion for a vanishing determinant is `Matrix.exists_mulVec_eq_zero_iff`, and the two directions of the equivalence translate between the vector equation $Mc=0$ and its components.
